# The 2×2 matrix with diagonal 3/5 and off-diagonal 4i/5 is unitary

The theorem `mixing_witness` states that the complex 2×2 matrix with diagonal entries 3/5 and off-diagonal entries 4i/5 belongs to `unitaryGroup (Fin 2) ℂ`. Acting on a two-component complex vector, such a matrix mixes the components while preserving the norm. The squared moduli 9/25 and 16/25 sum to 1 in each row and column, and distinct rows are orthogonal. The attempt rewrites membership with `mem_unitaryGroup_iff` as the matrix times its adjoint equalling the identity, then splits this into the four entries. Each entry is expanded by `simp` into real and imaginary parts, and `norm_num` is left to do the arithmetic.

In Lean, a first try:

```lean
import Mathlib

open Matrix
open Complex (I)

namespace LindbladGauge

noncomputable section

variable {n ι κ : Type*} [Fintype n] [DecidableEq n] [Fintype ι] [Fintype κ]

/-- The matrix with diagonal entries `3/5` and off-diagonal entries `4i/5` is unitary. -/
theorem mixing_witness :
    (!![3 / 5, 4 / 5 * I; 4 / 5 * I, 3 / 5] : Matrix (Fin 2) (Fin 2) ℂ)
      ∈ unitaryGroup (Fin 2) ℂ := by
  rw [mem_unitaryGroup_iff]
  ext i j
  fin_cases i <;> fin_cases j <;>
    simp [Matrix.mul_apply, Fin.sum_univ_two, Complex.ext_iff] <;> norm_num

end

end LindbladGauge
```

The compiler's answer:

```
Main.lean:15:34: error: unsolved goals
case «0».«0»
⊢ 3 / 5 * ((starRingEnd ℂ) 3 / (starRingEnd ℂ) 5).re + 4 / 5 * ((starRingEnd ℂ) 4 / (starRingEnd ℂ) 5).re = 1 ∧
    3 / 5 * ((starRingEnd ℂ) 3 / (starRingEnd ℂ) 5).im + 4 / 5 * ((starRingEnd ℂ) 4 / (starRingEnd ℂ) 5).im = 0

case «0».«1»
⊢ 3 / 5 * ((starRingEnd ℂ) 4 / (starRingEnd ℂ) 5).im + -(4 / 5 * ((starRingEnd ℂ) 3 / (starRingEnd ℂ) 5).im) = 0 ∧
    -(3 / 5 * ((starRingEnd ℂ) 4 / (starRingEnd ℂ) 5).re) + 4 / 5 * ((starRingEnd ℂ) 3 / (starRingEnd ℂ) 5).re = 0

case «1».«0»
⊢ -(4 / 5 * ((starRingEnd ℂ) 3 / (starRingEnd ℂ) 5).im) + 3 / 5 * ((starRingEnd ℂ) 4 / (starRingEnd ℂ) 5).im = 0 ∧
    4 / 5 * ((starRingEnd ℂ) 3 / (starRingEnd ℂ) 5).re + -(3 / 5 * ((starRingEnd ℂ) 4 / (starRingEnd ℂ) 5).re) = 0

case «1».«1»
⊢ 4 / 5 * ((starRingEnd ℂ) 4 / (starRingEnd ℂ) 5).re + 3 / 5 * ((starRingEnd ℂ) 3 / (starRingEnd ℂ) 5).re = 1 ∧
    4 / 5 * ((starRingEnd ℂ) 4 / (starRingEnd ℂ) 5).im + 3 / 5 * ((starRingEnd ℂ) 3 / (starRingEnd ℂ) 5).im = 0
```

The single error lists four unsolved goals, one per matrix entry, each a conjunction of a real-part and an imaginary-part equation. In all of them the adjoint's entries contribute quotients such as `(starRingEnd ℂ) 3 / (starRingEnd ℂ) 5`. Complex conjugation has been distributed over the division, but it remains applied to the numerals 3, 4 and 5. Neither `simp` with the given lemmas nor `norm_num` reduced these conjugated numerals, so the `.re` and `.im` of the quotients were not evaluated and the equations stayed open.

The repair adds three facts, `h3`, `h4` and `h5`, saying that conjugation fixes 3, 4 and 5. Each is an instance of `map_ofNat`, which states that a ring homomorphism sends such a numeral to the same numeral. Passing them to `simp` removes the conjugations, so the quotients become the plain numbers 3/5 and 4/5, with real parts 3/5 and 4/5 and imaginary parts 0. What remains is rational arithmetic, for example 3/5 · 3/5 + 4/5 · 4/5 = 1 on the diagonal, and `simp` followed by `norm_num` closes all four cases.

This version goes through:

```diff
@@ -14,8 +14,11 @@
     (!![3 / 5, 4 / 5 * I; 4 / 5 * I, 3 / 5] : Matrix (Fin 2) (Fin 2) ℂ)
       ∈ unitaryGroup (Fin 2) ℂ := by
+  have h3 : (starRingEnd ℂ) 3 = 3 := map_ofNat _ 3
+  have h4 : (starRingEnd ℂ) 4 = 4 := map_ofNat _ 4
+  have h5 : (starRingEnd ℂ) 5 = 5 := map_ofNat _ 5
   rw [mem_unitaryGroup_iff]
   ext i j
   fin_cases i <;> fin_cases j <;>
-    simp [Matrix.mul_apply, Fin.sum_univ_two, Complex.ext_iff] <;> norm_num
+    simp [Matrix.mul_apply, Fin.sum_univ_two, Complex.ext_iff, h3, h4, h5] <;> norm_num
 
 end
```
